# To first order in c⁻², the symmetrized RESC operator is the Pauli operator

Take an electron with two basis states. Only the first carries momentum, and a potential V couples the two. With rows in inner brackets,

P = [[1, 0], [0, 0]],  V = [[0, 1], [1, 0]].

Relativistic elimination of small components (RESC) removes the small component from the Dirac equation and renormalizes what remains by a factor O. Write e = c⁻², in atomic units, and drop e². Then O = 1 + eP²/8 = diag(1 + e/8, 1), and the resulting operator is

H = [[1/2 − e/8, 1], [1 − e/4, 0]].

H is not Hermitian, because O multiplies from the left and O⁻¹ from the right, and O does not commute with the potential term between them. Averaging H with its adjoint gives both off-diagonal entries the value 1 − e/8. So does undoing the renormalization, O⁻¹HO. The averaged matrix is the Pauli operator of this system, and the same happens for any Hermitian momentum and potential.

## The operators and their conventions

The momentum is a finite family of elements Pᵢ of a real algebra `A`. Three Cartesian components give a scalar-relativistic operator; the single element σ·p, with σ the Pauli matrices, includes spin. The components need not commute, so kinetic momenta in a magnetic field are admitted. The abbreviations are

P² = ∑ PᵢPᵢ,  PVP = ∑ PᵢVPᵢ,  [x, y] = xy − yx.

With q = 1 − eP²/8, the two operators compared are

H = P²/2 − eP⁴/8 + O(ePVP/4 + qVq)q,

H_Pauli = P²/2 + V − eP⁴/8 − e∑[Pᵢ,[Pᵢ,V]]/8.

The electron mass is 1 and the rest energy is subtracted. "Pauli operator" here means the one-electron Hamiltonian with its c⁻² corrections. For Cartesian momenta the last term is the Darwin term; for σ·p it also contains spin–orbit coupling. The letter q is a factor, neither a charge nor a coordinate.

In Lean, `psq` is P², `sandwich` is PVP, `renorm` is O, `renormInv` is q, and `resc` is H. The definition of `resc` starts from the first-order form above. The step from there to the real setting is to show that the full RESC operator, with its square roots of an unbounded p² and a possibly singular V, has this form up to a controlled remainder.

```lean
import Mathlib

open Matrix

namespace RESCPauli

noncomputable section

variable {A ι : Type*} [Ring A] [Algebra ℝ A] [Fintype ι]

/-- The commutator `[x, y] = x y - y x`. -/
def comm {A : Type*} [Ring A] (x y : A) : A := x * y - y * x

/-- The squared momentum `P² = ∑ P i P i`. -/
def psq {A ι : Type*} [Ring A] [Fintype ι] (P : ι → A) : A := ∑ i, P i * P i

/-- The potential between two momenta, `PVP = ∑ P i V P i`. -/
def sandwich {A ι : Type*} [Ring A] [Fintype ι] (P : ι → A) (V : A) : A :=
  ∑ i, P i * V * P i

/-- The double commutator `∑ [P i, [P i, V]]`. -/
def doubleComm {A ι : Type*} [Ring A] [Fintype ι] (P : ι → A) (V : A) : A :=
  ∑ i, comm (P i) (comm (P i) V)

/-- The renormalization factor `O = 1 + e P² / 8`. -/
def renorm (e : A) (P : ι → A) : A := 1 + (1 / 8 : ℝ) • (e * psq P)

/-- The factor `q = 1 - e P² / 8`. -/
def renormInv (e : A) (P : ι → A) : A := 1 - (1 / 8 : ℝ) • (e * psq P)

/-- The first-order form `P²/2 - e P⁴/8 + O (e PVP/4 + q V q) q` of the RESC operator. -/
def resc (e : A) (P : ι → A) (V : A) : A :=
  (1 / 2 : ℝ) • psq P - (1 / 8 : ℝ) • (e * psq P ^ 2) +
    renorm e P * ((1 / 4 : ℝ) • (e * sandwich P V) + renormInv e P * V * renormInv e P) *
      renormInv e P

/-- The Pauli operator `P²/2 + V - e P⁴/8 - e ∑ [P i, [P i, V]]/8`. -/
def pauli (e : A) (P : ι → A) (V : A) : A :=
  (1 / 2 : ℝ) • psq P + V - (1 / 8 : ℝ) • (e * psq P ^ 2) - (1 / 8 : ℝ) • (e * doubleComm P V)
```

## e² = 0 and e central: c⁻² is a small number

The hypothesis `h2 : e * e = 0` says that terms of order c⁻⁴ are discarded. The hypothesis `hc` says that e commutes with everything, as a number does. Together they give, for all X and Y,

(eX)(eY) = e²XY = 0.

Second-order terms cancel by this identity, which is `first_order_mul`, or by e(eX) = 0, which needs only e² = 0. The first consequence of the identity is

Oq = 1 − (eP²)(eP²)/64 = 1,

and likewise qO = 1. For an ordinary real number e the product is 1 − e²P⁴/64, so q fails to invert O whenever e²P⁴ ≠ 0. Nor is e² = 0 enough alone: for e = [[0, 1], [0, 0]] and P = [[1, 1], [1, 0]], the square of eP² is not zero, and Oq ≠ 1.

```lean
/-- For central `e` with `e² = 0`, a product of two first-order terms vanishes. -/
theorem first_order_mul {A : Type*} [Ring A] {e : A} (hc : ∀ x, e * x = x * e)
    (h2 : e * e = 0) (X Y : A) : e * X * (e * Y) = 0 := by
  rw [hc X, mul_assoc, ← mul_assoc e e Y, h2, zero_mul, mul_zero]

/-- For central `e` with `e² = 0`, the factor `q` is the two-sided inverse of `O`. -/
theorem renorm_inverse {e : A} (hc : ∀ x, e * x = x * e) (h2 : e * e = 0) (P : ι → A) :
    renorm e P * renormInv e P = 1 ∧ renormInv e P * renorm e P = 1 := by
  have h := first_order_mul hc h2 (psq P) (psq P)
  constructor <;>
  · simp only [renorm, renormInv, mul_add, add_mul, mul_sub, sub_mul, smul_mul_assoc,
      mul_smul_comm, one_mul, mul_one, h, smul_zero]
    module
```

The double commutator needs neither hypothesis. Summing

[Pᵢ,[Pᵢ,V]] = PᵢPᵢV − 2PᵢVPᵢ + VPᵢPᵢ

over i gives P²V + VP² − 2PVP. In the proof, `noncomm_ring` expands the products for each i without commuting factors.

```lean
/-- The double commutator is `P²V + VP² - 2 PVP`. -/
theorem doubleComm_eq {A ι : Type*} [Ring A] [Fintype ι] (P : ι → A) (V : A) :
    doubleComm P V = psq P * V + V * psq P - (sandwich P V + sandwich P V) := by
  simp only [doubleComm, psq, sandwich, comm, Finset.sum_mul, Finset.mul_sum,
    ← Finset.sum_add_distrib, ← Finset.sum_sub_distrib]
  refine Finset.sum_congr rfl fun i _ => ?_
  noncomm_ring
```

The expansion of H has two parts. The term ePVP/4 already carries one e, so the surrounding O and q act on it as 1. In the other term O cancels the first q, and two factors remain to the right of V:

OqVqq = Vq² = V(1 − eP²/4) = V − eVP²/4.

Centrality moves e to the front in the last step. Hence

H = P²/2 + V − eP⁴/8 + e(PVP − VP²)/4.

The proof of `resc_expand` has the same steps: `hO` and `hq` remove the factors around PVP, `hqq` computes q², `hV` moves e past V, and `hsplit` separates the two parts. The tactic `module` then collects real coefficients.

```lean
/-- For central `e` with `e² = 0`, the RESC operator is
`P²/2 + V - e P⁴/8 + e (PVP - VP²)/4`. -/
theorem resc_expand {e : A} (hc : ∀ x, e * x = x * e) (h2 : e * e = 0) (P : ι → A) (V : A) :
    resc e P V = (1 / 2 : ℝ) • psq P + V - (1 / 8 : ℝ) • (e * psq P ^ 2) +
      (1 / 4 : ℝ) • (e * (sandwich P V - V * psq P)) := by
  have hO : renorm e P * (e * sandwich P V) = e * sandwich P V := by
    rw [renorm, add_mul, one_mul, smul_mul_assoc, first_order_mul hc h2, smul_zero, add_zero]
  have hq : e * sandwich P V * renormInv e P = e * sandwich P V := by
    rw [renormInv, mul_sub, mul_one, mul_smul_comm, first_order_mul hc h2, smul_zero, sub_zero]
  have hqq : renormInv e P * renormInv e P = 1 - (1 / 4 : ℝ) • (e * psq P) := by
    simp only [renormInv, mul_sub, sub_mul, smul_mul_assoc, mul_smul_comm, one_mul, mul_one,
      first_order_mul hc h2, smul_zero]
    module
  have hV : V * (e * psq P) = e * (V * psq P) := by
    rw [← mul_assoc, ← hc V, mul_assoc]
  -- The left factor `O` cancels one `q`; the other two stay to the right of `V`.
  have hsplit : renorm e P * ((1 / 4 : ℝ) • (e * sandwich P V) +
      renormInv e P * V * renormInv e P) * renormInv e P =
      (1 / 4 : ℝ) • (renorm e P * (e * sandwich P V) * renormInv e P) +
        renorm e P * renormInv e P * V * (renormInv e P * renormInv e P) := by
    simp only [mul_add, add_mul, mul_smul_comm, smul_mul_assoc, mul_assoc]
  rw [resc, hsplit, hO, hq, (renorm_inverse hc h2 P).1, hqq, one_mul, mul_sub, mul_one,
    mul_smul_comm, hV, mul_sub]
  module
```

## P, V and e self-adjoint: Hermitian momentum, real potential, real c

The adjoint † is Lean's `star`, and `StarModule ℝ A` says that it leaves real coefficients alone. The hypotheses `hP`, `hV` and `he` state that the momenta, the potential and e equal their own adjoints. By hand they enter when the adjoint of the expansion is taken. P², PVP and eP⁴ are unchanged, while VP² turns into P²V:

H† = P²/2 + V − eP⁴/8 + e(PVP − P²V)/4.

In `star_resc`, `hK` and `hS` prove that P² and PVP are self-adjoint; `h4` and `h5` treat the terms with e.

```lean
/-- The adjoint of the RESC operator has `P²V` in place of `VP²`, for self-adjoint `P i`, `V`
and central self-adjoint `e` with `e² = 0`. -/
theorem star_resc [StarRing A] [StarModule ℝ A] {e V : A} {P : ι → A}
    (he : IsSelfAdjoint e) (hc : ∀ x, e * x = x * e) (h2 : e * e = 0)
    (hP : ∀ i, IsSelfAdjoint (P i)) (hV : IsSelfAdjoint V) :
    star (resc e P V) = (1 / 2 : ℝ) • psq P + V - (1 / 8 : ℝ) • (e * psq P ^ 2) +
      (1 / 4 : ℝ) • (e * (sandwich P V - psq P * V)) := by
  have hK : star (psq P) = psq P := by
    unfold psq
    rw [star_sum]
    refine Finset.sum_congr rfl fun i _ => ?_
    rw [star_mul, (hP i).star_eq]
  have hS : star (sandwich P V) = sandwich P V := by
    unfold sandwich
    rw [star_sum]
    refine Finset.sum_congr rfl fun i _ => ?_
    rw [star_mul, star_mul, (hP i).star_eq, hV.star_eq, mul_assoc]
  have h4 : star (e * psq P ^ 2) = e * psq P ^ 2 := by
    rw [star_mul, he.star_eq, star_pow, hK, ← hc]
  have h5 : star (e * (sandwich P V - V * psq P)) = e * (sandwich P V - psq P * V) := by
    rw [star_mul, he.star_eq, star_sub, star_mul, hK, hS, hV.star_eq, ← hc]
  rw [resc_expand hc h2]
  simp only [star_add, star_sub, star_smul, star_trivial, h4, h5, hK, hV.star_eq]
```

Subtracting the two expansions gives the Hermiticity defect

H − H† = e(P²V − VP²)/4 = e[P²,V]/4.

Their average is

(H + H†)/2 = P²/2 + V − eP⁴/8 + e(2PVP − VP² − P²V)/8,

and the last bracket is minus the double commutator, so this is H_Pauli. Both proofs insert the expansions and let `module` compare coefficients.

```lean
/-- The RESC operator fails to be self-adjoint by `H - H* = e [P², V]/4`, for self-adjoint
`P i`, `V` and central self-adjoint `e` with `e² = 0`. -/
theorem resc_sub_star [StarRing A] [StarModule ℝ A] {e V : A} {P : ι → A}
    (he : IsSelfAdjoint e) (hc : ∀ x, e * x = x * e) (h2 : e * e = 0)
    (hP : ∀ i, IsSelfAdjoint (P i)) (hV : IsSelfAdjoint V) :
    resc e P V - star (resc e P V) = (1 / 4 : ℝ) • (e * comm (psq P) V) := by
  rw [star_resc he hc h2 hP hV, resc_expand hc h2, comm]
  simp only [mul_sub]
  module

/-- The symmetrized RESC operator `(H + H*)/2` is the Pauli operator, for self-adjoint
`P i`, `V` and central self-adjoint `e` with `e² = 0`. -/
theorem resc_symmetrized [StarRing A] [StarModule ℝ A] {e V : A} {P : ι → A}
    (he : IsSelfAdjoint e) (hc : ∀ x, e * x = x * e) (h2 : e * e = 0)
    (hP : ∀ i, IsSelfAdjoint (P i)) (hV : IsSelfAdjoint V) :
    (1 / 2 : ℝ) • (resc e P V + star (resc e P V)) = pauli e P V := by
  rw [star_resc he hc h2 hP hV, resc_expand hc h2, pauli, doubleComm_eq]
  simp only [mul_sub, mul_add]
  module
```

If V is not self-adjoint, as for an absorbing potential, the defect acquires the zeroth-order term V − V†. If P² is not self-adjoint, the kinetic energy contributes a zeroth-order defect in the same way. If e† = −e, with P and V still self-adjoint, the average becomes P²/2 + V + e[P²,V]/8, and the P⁴ correction is lost.

## Undoing the renormalization needs no adjoint

The next theorem assumes only that e is central with e² = 0, so it also admits an absorbing potential. By hand,

qHO = H + e(HP² − P²H)/8 − (eP²)H(eP²)/64.

The last term has two factors of e and vanishes. In the middle term only the zeroth-order part P²/2 + V of H survives, and P²/2 commutes with P². What remains is e(VP² − P²V)/8, and adding it to the expansion of H gives

P²/2 + V − eP⁴/8 + e(2PVP − VP² − P²V)/8 = H_Pauli.

In the proof, `hconj` is the first equation, `h0` removes its last term, and `heH`, `hr` and `hl` reduce H to its zeroth-order part. For one electron in an external potential, the unsymmetrized operator is therefore similar to the Pauli operator at order c⁻².

```lean
/-- For central `e` with `e² = 0`, the similarity transformation `q H O` turns the
unsymmetrized RESC operator into the Pauli operator. -/
theorem resc_similar_pauli {e : A} (hc : ∀ x, e * x = x * e) (h2 : e * e = 0)
    (P : ι → A) (V : A) : renormInv e P * resc e P V * renorm e P = pauli e P V := by
  have hz : ∀ X, e * (e * X) = 0 := fun X => by rw [← mul_assoc, h2, zero_mul]
  -- Next to a factor `e`, only the nonrelativistic part of `H` survives.
  have heH : e * resc e P V = e * ((1 / 2 : ℝ) • psq P + V) := by
    rw [resc_expand hc h2]
    simp only [mul_add, mul_sub, mul_smul_comm, hz, smul_zero, sub_zero, add_zero, sub_self]
  have hr : resc e P V * (e * psq P) = e * ((1 / 2 : ℝ) • psq P + V) * psq P := by
    rw [← mul_assoc, ← hc (resc e P V), heH]
  have hl : e * psq P * resc e P V = e * (psq P * ((1 / 2 : ℝ) • psq P + V)) := by
    rw [hc (psq P), mul_assoc, heH, ← mul_assoc, ← hc (psq P), mul_assoc]
  have h0 : e * psq P * resc e P V * (e * psq P) = 0 := by
    rw [mul_assoc e (psq P) (resc e P V)]
    exact first_order_mul hc h2 _ _
  have hconj : renormInv e P * resc e P V * renorm e P = resc e P V +
      (1 / 8 : ℝ) • (resc e P V * (e * psq P) - e * psq P * resc e P V) -
      (1 / 64 : ℝ) • (e * psq P * resc e P V * (e * psq P)) := by
    simp only [renorm, renormInv, sub_mul, mul_add, one_mul, mul_one, smul_mul_assoc,
      mul_smul_comm]
    module
  rw [hconj, h0, hr, hl, resc_expand hc h2, pauli, doubleComm_eq]
  simp only [mul_add, add_mul, mul_sub, mul_smul_comm, smul_mul_assoc, mul_assoc, pow_two]
  module
```

The same argument gives a neighbouring result. Replace the outer factors by 1 − s·eP²/8 and 1 + s·eP²/8, with s a real number. For self-adjoint P, V and e, the defect becomes (1 − s)e[P²,V]/4, so when e[P²,V] ≠ 0 only s = 1 restores Hermiticity within this family. The Lean theorem treats s = 1.

In a scalar-relativistic matrix calculation with real orthonormal orbitals, the renormalization and the averaging look as follows. One diagonalizes the matrix of p², with eigenvalues kᵢ, and works in its eigenbasis, where O is diagonal with entries Oᵢ = 1 + kᵢ/(8c²) at first order. Each element Mᵢⱼ of ePVP/4 + qVq is then multiplied by Oᵢ/Oⱼ. Averaging with the transpose replaces this ratio by (Oᵢ/Oⱼ + Oⱼ/Oᵢ)/2, which differs from 1 only at order c⁻⁴. When PVP is computed from integrals in a finite basis, it generally differs from the product of the separate matrices that the theorems use.

## Two basis states satisfy every hypothesis

The opening example can be stated without neglecting anything. Dual numbers a + bε, with a and b real and ε² = 0, serve as matrix entries, and e is ε times the identity matrix. The instance `dualStar` sets ε† = ε, so the adjoint of a matrix is its transpose.

The theorem `resc_witness` checks the five hypotheses entry by entry and shows that H is not self-adjoint. If it were, the defect formula would give e[P²,V]/4 = 0. But `key` computes the upper right entry of e[P²,V] as ε, and comparing the coefficients of ε gives 1/4 = 0, a contradiction.

```lean
/-- The trivial conjugation on the real dual numbers. -/
instance dualStar : StarRing (DualNumber ℝ) where
  star := id
  star_involutive _ := rfl
  star_mul x y := mul_comm x y
  star_add _ _ := rfl

/-- The trivial conjugation is compatible with real scalars. -/
instance dualStarModule : StarModule ℝ (DualNumber ℝ) where
  star_smul r a := by
    change r • a = star r • a
    rw [star_trivial]

/-- The dual unit times the 2×2 identity matrix. -/
def wE : Matrix (Fin 2) (Fin 2) (DualNumber ℝ) := !![DualNumber.eps, 0; 0, DualNumber.eps]

/-- A single momentum component, the projector on the first basis vector. -/
def wP : Unit → Matrix (Fin 2) (Fin 2) (DualNumber ℝ) := fun _ => !![1, 0; 0, 0]

/-- A potential that couples the two basis vectors. -/
def wV : Matrix (Fin 2) (Fin 2) (DualNumber ℝ) := !![0, 1; 1, 0]

/-- The matrices `wE`, `wP`, `wV` over the dual numbers meet all the hypotheses, and their
RESC operator is not self-adjoint. -/
theorem resc_witness :
    IsSelfAdjoint wE ∧ (∀ x, wE * x = x * wE) ∧ wE * wE = 0 ∧
      (∀ i, IsSelfAdjoint (wP i)) ∧ IsSelfAdjoint wV ∧
      star (resc wE wP wV) ≠ resc wE wP wV := by
  have he : IsSelfAdjoint wE := by
    refine Matrix.ext fun i j => ?_
    change wE j i = wE i j
    fin_cases i <;> fin_cases j <;> rfl
  have hc : ∀ x, wE * x = x * wE := by
    intro x
    ext1 i j
    fin_cases i <;> fin_cases j <;>
      simp [wE, Matrix.mul_apply, Fin.sum_univ_two, mul_comm]
  have h2 : wE * wE = 0 := by
    ext1 i j
    fin_cases i <;> fin_cases j <;>
      simp [wE, Matrix.mul_apply, Fin.sum_univ_two, DualNumber.eps_mul_eps]
  have hP : ∀ i, IsSelfAdjoint (wP i) := by
    intro k
    refine Matrix.ext fun i j => ?_
    change wP k j i = wP k i j
    fin_cases i <;> fin_cases j <;> rfl
  have hV : IsSelfAdjoint wV := by
    refine Matrix.ext fun i j => ?_
    change wV j i = wV i j
    fin_cases i <;> fin_cases j <;> rfl
  refine ⟨he, hc, h2, hP, hV, fun h => ?_⟩
  -- The upper right entry of `e [P², V]` is the dual unit.
  have key : (wE * comm (psq wP) wV) 0 1 = DualNumber.eps := by
    simp [wE, wP, wV, comm, psq, Matrix.mul_apply, Fin.sum_univ_two]
  have hd := resc_sub_star he hc h2 hP hV
  rw [h, sub_self] at hd
  have h01 := congrFun (congrFun hd 0) 1
  rw [Matrix.smul_apply, key] at h01
  have hs := congrArg TrivSqZeroExt.snd h01
  simp at hs

end

end RESCPauli
```
```lean
#print axioms RESCPauli.resc_symmetrized
#print axioms RESCPauli.resc_similar_pauli
```

```
'RESCPauli.resc_symmetrized' depends on axioms: [propext, Classical.choice, Quot.sound]
'RESCPauli.resc_similar_pauli' depends on axioms: [propext, Classical.choice, Quot.sound]
```
